# The rank of the realignment counts Kronecker terms, and CNOT needs two

How many product terms does it take to write a two-party gate exactly? The question requires a decision about what counts as a term. Here a term is any Kronecker product \(A\otimes B\) of complex matrices, possibly zero, with no orthogonality or normalisation imposed. The smallest possible number of terms is then the operator Schmidt rank; the sizes of the nonzero Schmidt coefficients play no part. When the second factor has finite dimension, this number is the rank of a rearranged matrix.

The basis labels of the two parties form the sets \(m\) and \(n\), and \(r\) and \(t\) are numbers of terms. The labels \(a\) and \(b\) index the rows and columns of a general matrix.

In Lean 4 with Mathlib:

```lean
import Mathlib

open Matrix
open scoped Kronecker

namespace OperatorSchmidt

variable {m n a b : Type*} {r t : ℕ}
```

## Grouping indices by party

Write \(M_{(i,j),(k,l)}=\langle i,j|M|k,l\rangle\), with \(i,k\) in \(m\) and \(j,l\) in \(n\). The realignment collects the first party's indices in the row and the second party's in the column:

\[
R_{(i,k),(j,l)}=M_{(i,j),(k,l)} .
\]

```lean
/-- The realignment of an operator on a bipartite system: the row index collects the two
indices of the first factor, the column index those of the second. -/
def realign (M : Matrix (m × n) (m × n) ℂ) : Matrix (m × m) (n × n) ℂ :=
  Matrix.of fun p q => M (p.1, q.1) (p.2, q.2)
```

`IsKroneckerSum r M` says that \(M=\sum_s A_s\otimes B_s\), where \(s\) runs over \(r\) values.

```lean
/-- The operator `M` is a sum of `r` Kronecker products (zero terms are allowed). -/
def IsKroneckerSum (r : ℕ) (M : Matrix (m × n) (m × n) ℂ) : Prop :=
  ∃ (A : Fin r → Matrix m m ℂ) (B : Fin r → Matrix n n ℂ), M = ∑ s, A s ⊗ₖ B s
```

`IsOuterSum r R` says that \(R=\sum_s u_s v_s^{T}\). The outer product `vecMulVec` has entries \(u_i v_j\), without the complex conjugate contained in \(|u\rangle\langle v|\).

```lean
/-- The matrix `R` is a sum of `r` outer products of vectors (zero terms are allowed). -/
def IsOuterSum (r : ℕ) (R : Matrix a b ℂ) : Prop :=
  ∃ (u : Fin r → a → ℂ) (v : Fin r → b → ℂ), R = ∑ s, vecMulVec (u s) (v s)
```

In entries, a Kronecker sum reads

\[
M_{(i,j),(k,l)}=\sum_s (A_s)_{ik}(B_s)_{jl}.
\]

Reading \(A_s\) as a vector \(u_s\) with components labelled \((i,k)\), and \(B_s\) as \(v_s\) with components labelled \((j,l)\), turns this into \(R=\sum_s u_sv_s^T\). Folding the vectors back into matrices gives the converse. Neither direction needs finite bases.

```lean
/-- An operator is a sum of `r` Kronecker products exactly when its realignment is a sum
of `r` outer products. -/
theorem isKroneckerSum_iff_isOuterSum (M : Matrix (m × n) (m × n) ℂ) :
    IsKroneckerSum r M ↔ IsOuterSum r (realign M) := by
  constructor
  · -- read each factor as a vector of its entries
    rintro ⟨A, B, rfl⟩
    refine ⟨fun s p => A s p.1 p.2, fun s q => B s q.1 q.2, ?_⟩
    ext p q
    simp [realign, Matrix.sum_apply, vecMulVec_apply]
  · -- fold each vector back into a matrix
    rintro ⟨u, v, h⟩
    refine ⟨fun s => Matrix.of fun i k => u s (i, k),
      fun s => Matrix.of fun j l => v s (j, l), ?_⟩
    ext ⟨i, j⟩ ⟨k, l⟩
    have h1 := congrArg (fun R : Matrix (m × m) (n × n) ℂ => R (i, k) (j, l)) h
    simpa [realign, Matrix.sum_apply, vecMulVec_apply] using h1
```

## From outer products to rank

A sum of \(r\) outer products becomes one of \(t\ge r\) by adding zero terms, one at a time in the induction.

```lean
/-- A sum of `r` outer products is also a sum of any larger number of outer products. -/
theorem IsOuterSum.mono {R : Matrix a b ℂ} (hR : IsOuterSum r R) (h : r ≤ t) :
    IsOuterSum t R := by
  induction t, h using Nat.le_induction with
  | base => exact hR
  | succ t _ ih =>
    obtain ⟨u, v, huv⟩ := ih
    -- add one vanishing term
    refine ⟨Matrix.vecCons 0 u, Matrix.vecCons 0 v, ?_⟩
    rw [huv, Fin.sum_univ_succ]
    simp
```

Let \(R\) now have finitely many columns. If \(R=\sum_s u_sv_s^T\), then \(R=UV\), where \(U\) has the \(r\) columns \(u_s\) and \(V\) the \(r\) rows \(v_s^T\). Hence \(\operatorname{rank}R\le\operatorname{rank}U\le r\).

Conversely, let \(c_1,\dots,c_\rho\) be a basis of the range of \(R\), with \(\rho=\operatorname{rank}R\le r\). Column \(j\) lies in the range, so it has coordinates \(x_{sj}\) with

\[
R_{ij}=\sum_{s=1}^{\rho}(c_s)_i\,x_{sj}.
\]

These are \(\rho\) outer products, and zero terms make up the number to \(r\). In the code, `c.repr` supplies the coordinates and `c.sum_repr` the expansion.

```lean
/-- A matrix with finitely many columns is a sum of `r` outer products exactly when its
rank is at most `r`. -/
theorem isOuterSum_iff_rank_le [Fintype b] (R : Matrix a b ℂ) :
    IsOuterSum r R ↔ R.rank ≤ r := by
  constructor
  · rintro ⟨u, v, rfl⟩
    -- the sum factors through an `r`-dimensional space
    have h : ∑ s, vecMulVec (u s) (v s) =
        (Matrix.of fun i s => u s i : Matrix a (Fin r) ℂ) *
          (Matrix.of fun s j => v s j : Matrix (Fin r) b ℂ) := by
      ext i j
      simp [Matrix.sum_apply, Matrix.mul_apply, vecMulVec_apply]
    rw [h]
    exact (Matrix.rank_mul_le_left _ _).trans
      ((Matrix.rank_le_card_width _).trans_eq (Fintype.card_fin r))
  · intro h
    classical
    refine IsOuterSum.mono (r := R.rank) ?_ h
    -- expand every column in a basis of the range
    let c := Module.finBasisOfFinrankEq ℂ (LinearMap.range R.mulVecLin)
      (rfl : Module.finrank ℂ (LinearMap.range R.mulVecLin) = R.rank)
    have hc : ∀ j, (fun i => R i j) ∈ LinearMap.range R.mulVecLin :=
      fun j => ⟨Pi.single j 1, by ext i; simp⟩
    refine ⟨fun s => (c s : a → ℂ), fun s j => c.repr ⟨_, hc j⟩ s, ?_⟩
    ext i j
    have h1 := congrArg (fun x : LinearMap.range R.mulVecLin => (x : a → ℂ) i)
      (c.sum_repr ⟨_, hc j⟩)
    simp only [Submodule.coe_sum, Finset.sum_apply, Submodule.coe_smul, Pi.smul_apply,
      smul_eq_mul] at h1
    simp only [Matrix.sum_apply, vecMulVec_apply]
    exact h1.symm.trans (Finset.sum_congr rfl fun s _ => mul_comm _ _)
```

Applied to the realignment, this gives the criterion for operators: \(r\) terms suffice exactly when \(\operatorname{rank}R\le r\). For a nonzero operator written exactly as a two-site matrix-product operator with open boundaries, the smallest such \(r\) is the minimal bond dimension.

```lean
/-- For a second factor of finite dimension, an operator is a sum of `r` Kronecker products
exactly when its realignment has rank at most `r`. -/
theorem isKroneckerSum_iff_rank_le [Fintype n] (M : Matrix (m × n) (m × n) ℂ) :
    IsKroneckerSum r M ↔ (realign M).rank ≤ r :=
  (isKroneckerSum_iff_isOuterSum M).trans (isOuterSum_iff_rank_le _)
```

## Product operators add no terms

For matrices \(S,S'\) on the first party and \(T,T'\) on the second, both finite-dimensional,

\[
(S\otimes T)(A_s\otimes B_s)(S'\otimes T')=(SA_sS')\otimes(TB_sT').
\]

Summing over \(s\) leaves the number of terms at \(r\).

```lean
/-- For two factors of finite dimension, multiplying a sum of `r` Kronecker products by product
operators on the left and on the right gives again a sum of `r` Kronecker products. -/
theorem IsKroneckerSum.local_mul [Fintype m] [Fintype n] {M : Matrix (m × n) (m × n) ℂ}
    (h : IsKroneckerSum r M) (S S' : Matrix m m ℂ) (T T' : Matrix n n ℂ) :
    IsKroneckerSum r ((S ⊗ₖ T) * M * (S' ⊗ₖ T')) := by
  obtain ⟨A, B, rfl⟩ := h
  refine ⟨fun s => S * A s * S', fun s => T * B s * T', ?_⟩
  simp only [Finset.mul_sum, Finset.sum_mul, Matrix.mul_kronecker_mul]
```

## Two terms for CNOT

CNOT sends \(|x,y\rangle\) to \(|x,x+y\rangle\), with addition modulo 2. Its matrix has a 1 where the row label is the image of the column label.

```lean
/-- The CNOT gate, which sends the basis state `|x, y⟩` to `|x, x + y⟩` with addition
modulo 2. -/
noncomputable def cnot : Matrix (Fin 2 × Fin 2) (Fin 2 × Fin 2) ℂ :=
  Matrix.of fun p q => if p = (q.1, q.1 + q.2) then 1 else 0
```

With the bit flip \(X\),

\[
\mathrm{CNOT}=|0\rangle\langle0|\otimes 1+|1\rangle\langle1|\otimes X ,
\]

which is checked on all sixteen entries.

```lean
/-- CNOT is the projector on control state 0 times the identity, plus the projector on
control state 1 times the bit flip. -/
theorem cnot_eq_sum :
    cnot = !![1, 0; 0, 0] ⊗ₖ (1 : Matrix (Fin 2) (Fin 2) ℂ)
      + !![0, 0; 0, 1] ⊗ₖ !![0, 1; 1, 0] := by
  ext ⟨i, j⟩ ⟨k, l⟩
  fin_cases i <;> fin_cases j <;> fin_cases k <;> fin_cases l <;> simp [cnot]
```

No terms would give the zero matrix, but \(\langle00|\mathrm{CNOT}|00\rangle=1\). A single term \(A\otimes B\) would require

\[
A_{00}B_{00}=1,\qquad A_{11}B_{01}=1,\qquad A_{00}B_{01}=0 .
\]

The first two equations make \(A_{00}\) and \(B_{01}\) nonzero, contradicting the third. For \(r\ge2\), the two-term form and the rank criterion suffice.

```lean
/-- CNOT is a sum of `r` Kronecker products exactly when `r` is at least two. -/
theorem cnot_isKroneckerSum_iff : IsKroneckerSum r cnot ↔ 2 ≤ r := by
  constructor
  · rintro ⟨A, B, h⟩
    have e : ∀ i j k l, cnot (i, j) (k, l) = ∑ s, A s i k * B s j l := by
      intro i j k l
      rw [h]
      simp [Matrix.sum_apply]
    by_contra hr
    have hr' : r = 0 ∨ r = 1 := by omega
    rcases hr' with rfl | rfl
    · have h0 := e 0 0 0 0
      simp [cnot] at h0
    · -- two entries equal to one force a third entry, which is zero, not to vanish
      have h1 := e 0 0 0 0
      have h2 := e 1 0 1 1
      have h3 := e 0 0 0 1
      simp [cnot] at h1 h2 h3
      rcases h3 with h3 | h3
      · simp [h3] at h1
      · simp [h3] at h2
  · intro hr
    have h2 : IsKroneckerSum 2 cnot := by
      refine ⟨![!![1, 0; 0, 0], !![0, 0; 0, 1]], ![1, !![0, 1; 1, 0]], ?_⟩
      rw [Fin.sum_univ_two]
      exact cnot_eq_sum
    exact (isKroneckerSum_iff_rank_le cnot).mpr
      (((isKroneckerSum_iff_rank_le cnot).mp h2).trans hr)
```

This also shows why the multipliers above were product operators. The identity is the single term \(1\otimes1\), yet multiplying it by CNOT gives an operator that needs two. Unitarity of the multiplier is therefore not enough to preserve the number of terms.

With rows and columns ordered \(00,01,10,11\), the realignment of CNOT is

\[
R=\begin{pmatrix}1&0&0&1\\0&0&0&0\\0&0&0&0\\0&1&1&0\end{pmatrix}.
\]

Its two nonzero rows are independent, so its rank is 2. The formal proof gets the same value from the preceding results: two terms give \(\operatorname{rank}R\le2\), and taking \(r=\operatorname{rank}R\) in the criterion gives \(2\le\operatorname{rank}R\). This value belongs to the ideal matrix; the noisy operation of a device is in general a quantum channel, which the theorem does not describe.

```lean
/-- The realignment of CNOT has rank two. -/
theorem rank_realign_cnot : (realign cnot).rank = 2 :=
  le_antisymm ((isKroneckerSum_iff_rank_le cnot).mp (cnot_isKroneckerSum_iff.mpr le_rfl))
    (cnot_isKroneckerSum_iff.mp ((isKroneckerSum_iff_rank_le cnot).mpr le_rfl))

end OperatorSchmidt
```

```lean
#print axioms OperatorSchmidt.IsKroneckerSum.local_mul
-- 'OperatorSchmidt.IsKroneckerSum.local_mul' depends on axioms: [propext, Classical.choice, Quot.sound]
#print axioms OperatorSchmidt.rank_realign_cnot
-- 'OperatorSchmidt.rank_realign_cnot' depends on axioms: [propext, Classical.choice, Quot.sound]
```
